# For $0<\alpha<k$ and each $n\ge 0$, Sommerfeld's relativistic radial condition has exactly one energy between zero and the rest energy

For a relativistic electron in a Coulomb field, with $0<\alpha<k$ and $n\ge 0$, the radial quantization condition

$$\frac{\alpha e}{\sqrt{1-e^2}}-\sqrt{k^2-\alpha^2}=n$$

has exactly one solution $e$ in $(0,1)$, namely

$$e=\left(1+\frac{\alpha^2}{\bigl(n+\sqrt{k^2-\alpha^2}\bigr)^2}\right)^{-1/2}.$$

Here $e$ is the total energy, rest energy included, divided by the rest energy, $\alpha$ is the Coulomb coupling (the fine-structure constant times the nuclear charge number), $k$ is the angular quantum number and $n$ the radial one. I know the algebra as "square and solve", but squaring can add roots. How do I make the argument rigorous, and can it be machine-checked in Lean?

## Squaring, with the signs kept

Yes. The signs settle the matter: once $\sqrt{k^2-\alpha^2}$ is moved to the right, both sides are positive for $0<e<1$, so squaring adds no root in that range.

In units where $\hbar$, $c$ and the electron mass are 1, the radial momentum obeys

$$p_r^2=\left(e+\frac{\alpha}{r}\right)^2-1-\frac{k^2}{r^2}=-(1-e^2)+\frac{2\alpha e}{r}-\frac{k^2-\alpha^2}{r^2}.$$

The standard integral $\frac1{2\pi}\oint\sqrt{-A+2B/r-C/r^2}\,dr=B/\sqrt A-\sqrt C$ then gives the left side of the condition. Put $\gamma=\sqrt{k^2-\alpha^2}$ and $N=n+\gamma$. Since $\alpha<k$, we have $\gamma>0$ and so $N>0$. The condition becomes $\alpha e=N\sqrt{1-e^2}$, and squaring gives

$$\alpha^2e^2=N^2(1-e^2),\qquad e^2\left(1+\frac{\alpha^2}{N^2}\right)=1.$$

As $e>0$, only the positive root remains: $e=1/\sqrt{1+\alpha^2/N^2}$.

Conversely, this number lies in $(0,1)$ because the square root exceeds 1. It equals $N/\sqrt{N^2+\alpha^2}$, so $\sqrt{1-e^2}=\alpha/\sqrt{N^2+\alpha^2}$ and $\alpha e/\sqrt{1-e^2}=N$.

**The same condition from the Dirac equation.** Let $G$ and $F$ be $r$ times the large and small radial components of the wave function. They obey

$$G'=-\frac{\kappa}{r}G+\left(1+e+\frac{\alpha}{r}\right)F,\qquad F'=\frac{\kappa}{r}F+\left(1-e-\frac{\alpha}{r}\right)G,$$

where $\kappa$ is the Dirac angular number and $|\kappa|=k$. Write $w=\sqrt{1-e^2}$ and expand $G$ and $F$ as $r^\gamma e^{-wr}$ times power series. Let $a,b$ be their coefficients at order $n$, and $a',b'$ those one order below. Then

$$(\gamma+n+\kappa)a-\alpha b=wa'+(1+e)b',\qquad(\gamma+n-\kappa)b+\alpha a=wb'+(1-e)a'.$$

If the series stops at order $n$, then also $wa+(1+e)b=0$, which implies $wb=-(1-e)a$. Multiply the first recurrence by $w$ and the second by $1+e$. The right sides agree, and equating the left sides gives $2w(\gamma+n)a=2\alpha e\,a$. For $a\ne0$ this is the quantization condition.

**Splitting and limit.** For $k<k'$ with exponents $\gamma,\gamma'$,

$$(\gamma'-\gamma)(\gamma'+\gamma)=(k'-k)(k'+k).$$

Since $\gamma'+\gamma<k'+k$, it follows that $\gamma'-\gamma>k'-k$. At equal $n+k$, the larger angular number therefore has the larger $N$ and the higher energy. With $q=\sqrt{1+\alpha^2/N^2}$,

$$\frac{1-e}{\alpha^2}=\frac{q^2-1}{\alpha^2q(1+q)}=\frac{1}{N^2q(1+q)}\longrightarrow\frac{1}{2(n+k)^2}\quad(\alpha\to0).$$

## The Lean file

```lean
import Mathlib

open Filter Topology

namespace SommerfeldHydrogen

noncomputable section

/-- The exponent `γ = √(k² - α²)` of the radial wave function at the nucleus. -/
def exponent (α k : ℝ) : ℝ := √(k ^ 2 - α ^ 2)

/-- The radial action, in units of `ħ`, at energy `e` in units of the rest energy. -/
def radialAction (α k e : ℝ) : ℝ := α * e / √(1 - e ^ 2) - exponent α k

/-- The energy, in units of the rest energy, at effective quantum number `N`. -/
def boundEnergy (α N : ℝ) : ℝ := 1 / √(1 + α ^ 2 / N ^ 2)

/-- Sommerfeld's energy level with radial number `n` and angular number `k`. -/
def level (α k n : ℝ) : ℝ := boundEnergy α (n + exponent α k)

/-- Termination conditions for the Dirac-Coulomb radial series at order `n`: the coefficients `a, b`
of order `n` satisfy the two recurrences with `a', b'` of the order below, and the right side of the
first recurrence vanishes at the next order. -/
def Terminates (α κ e n a b a' b' : ℝ) : Prop :=
  (exponent α κ + n + κ) * a - α * b = √(1 - e ^ 2) * a' + (1 + e) * b' ∧
  (exponent α κ + n - κ) * b + α * a = √(1 - e ^ 2) * b' + (1 - e) * a' ∧
  √(1 - e ^ 2) * a + (1 + e) * b = 0

/-- For `-1 < e < 1`, if the termination conditions hold at order `n` with `a ≠ 0`, the radial
action equals `n`. -/
theorem radialAction_of_terminates {α κ e n a b a' b' : ℝ} (he : -1 < e) (he1 : e < 1)
    (ha : a ≠ 0) (h : Terminates α κ e n a b a' b') : radialAction α κ e = n := by
  obtain ⟨h1, h2, htop⟩ := h
  have hw : 0 < 1 - e ^ 2 := by nlinarith
  have hs := Real.sqrt_pos.2 hw
  have hs2 := Real.sq_sqrt hw.le
  have hne : (1 + e) ≠ 0 := by linarith
  -- the right side of the second recurrence also vanishes at the next order
  have hsb : √(1 - e ^ 2) * b = -(1 - e) * a := by
    apply mul_left_cancel₀ hne
    linear_combination √(1 - e ^ 2) * htop - a * hs2
  -- eliminate the coefficients of the order below
  have hmain : α * e = √(1 - e ^ 2) * (exponent α κ + n) := by
    apply mul_left_cancel₀ ha
    linear_combination (-1 / 2) * (√(1 - e ^ 2) * h1 - (1 + e) * h2 + a' * hs2
      + (exponent α κ + n - κ) * htop + α * hsb)
  have hdiv : α * e / √(1 - e ^ 2) = exponent α κ + n := by
    rw [div_eq_iff hs.ne']
    linear_combination hmain
  unfold radialAction
  linarith

/-- For `α = 3/5`, `κ = -1` and `e = 4/5` the series stops at order zero,
with coefficients `3` and `-1`. -/
theorem terminates_witness : Terminates (3 / 5) (-1) (4 / 5) 0 3 (-1) 0 0 := by
  have h1 : exponent (3 / 5) (-1) = 4 / 5 := by
    unfold exponent
    rw [show ((-1 : ℝ) ^ 2 - (3 / 5) ^ 2) = (4 / 5) ^ 2 by norm_num]
    exact Real.sqrt_sq (by norm_num)
  have h2 : √(1 - (4 / 5 : ℝ) ^ 2) = 3 / 5 := by
    rw [show (1 - (4 / 5 : ℝ) ^ 2) = (3 / 5) ^ 2 by norm_num]
    exact Real.sqrt_sq (by norm_num)
  unfold Terminates
  rw [h1, h2]
  norm_num

private lemma root_sq (α : ℝ) {N : ℝ} (hN : N ≠ 0) :
    √(1 + α ^ 2 / N ^ 2) ^ 2 * N ^ 2 = N ^ 2 + α ^ 2 := by
  rw [Real.sq_sqrt (by positivity)]
  field_simp

/-- For `α > 0` and `0 < e < 1`, the Coulomb term of the radial action equals `N > 0` exactly when
`e` is the energy at effective quantum number `N`. -/
theorem coulomb_term_eq_iff {α N e : ℝ} (hα : 0 < α) (hN : 0 < N) (he : 0 < e) (he1 : e < 1) :
    α * e / √(1 - e ^ 2) = N ↔ e = boundEnergy α N := by
  have hw : 0 < 1 - e ^ 2 := by nlinarith
  have hs := Real.sqrt_pos.2 hw
  have hs2 := Real.sq_sqrt hw.le
  have hq : 0 < √(1 + α ^ 2 / N ^ 2) := Real.sqrt_pos.2 (by positivity)
  have hqN := root_sq α hN.ne'
  unfold boundEnergy
  rw [div_eq_iff hs.ne', eq_div_iff hq.ne']
  constructor
  · intro h
    have h2 : α ^ 2 * e ^ 2 = N ^ 2 * (1 - e ^ 2) := by
      linear_combination (α * e + N * √(1 - e ^ 2)) * h + N ^ 2 * hs2
    have h3 : (e * √(1 + α ^ 2 / N ^ 2)) ^ 2 = 1 := by
      apply mul_left_cancel₀ (pow_ne_zero 2 hN.ne')
      linear_combination e ^ 2 * hqN + h2
    exact (sq_eq_sq₀ (mul_pos he hq).le zero_le_one).1 (by rw [h3, one_pow])
  · intro h
    have h2 : e ^ 2 * (N ^ 2 + α ^ 2) = N ^ 2 := by
      linear_combination -e ^ 2 * hqN + N ^ 2 * (e * √(1 + α ^ 2 / N ^ 2) + 1) * h
    apply (sq_eq_sq₀ (mul_pos hα he).le (mul_pos hN hs).le).1
    linear_combination h2 - N ^ 2 * hs2

/-- **Sommerfeld's fine-structure formula.** For `0 < α < k` and `n ≥ 0`, an energy `e` between
zero and the rest energy has radial action `n` exactly when it is Sommerfeld's level. -/
theorem sommerfeld_formula {α k n : ℝ} (hα : 0 < α) (hk : α < k) (hn : 0 ≤ n) (e : ℝ) :
    (0 < e ∧ e < 1 ∧ radialAction α k e = n) ↔ e = level α k n := by
  have hγ : 0 < exponent α k := Real.sqrt_pos.2 (by nlinarith)
  have hN : 0 < n + exponent α k := by linarith
  constructor
  · rintro ⟨h0, h1, h⟩
    unfold radialAction at h
    exact (coulomb_term_eq_iff hα hN h0 h1).1 (by linarith)
  · intro h
    -- the level lies strictly between zero and the rest energy
    have hx : 0 < α ^ 2 / (n + exponent α k) ^ 2 := by positivity
    have hq : 1 < √(1 + α ^ 2 / (n + exponent α k) ^ 2) :=
      (Real.lt_sqrt zero_le_one).2 (by linarith)
    have h0 : 0 < e := by
      rw [h]
      exact one_div_pos.2 (by linarith)
    have h1 : e < 1 := by
      rw [h]
      exact (div_lt_one (by linarith)).2 hq
    have h2 := (coulomb_term_eq_iff hα hN h0 h1).2 h
    refine ⟨h0, h1, ?_⟩
    unfold radialAction
    linarith

/-- For `α > 0`, the energy increases strictly with the effective quantum number `N > 0`. -/
theorem boundEnergy_lt {α N N' : ℝ} (hα : 0 < α) (hN : 0 < N) (h : N < N') :
    boundEnergy α N < boundEnergy α N' := by
  have hN' : 0 < N' := hN.trans h
  have hlt : α ^ 2 / N' ^ 2 < α ^ 2 / N ^ 2 := by gcongr
  exact one_div_lt_one_div_of_lt (Real.sqrt_pos.2 (by positivity))
    (Real.sqrt_lt_sqrt (by positivity) (by linarith))

/-- Fine-structure splitting: for `α > 0`, of two levels with the same principal number `n + k`,
angular numbers above `α` and nonnegative radial numbers, the one with the larger angular number
lies strictly higher. -/
theorem fine_structure_splitting {α k k' n n' : ℝ} (hα : 0 < α) (hk : α < k) (hkk : k < k')
    (hn' : 0 ≤ n') (hsum : n + k = n' + k') : level α k n < level α k' n' := by
  have hp : 0 < α ^ 2 := pow_pos hα 2
  have hw : 0 < k ^ 2 - α ^ 2 := by nlinarith
  have hw' : 0 < k' ^ 2 - α ^ 2 := by nlinarith
  have g0 : 0 < exponent α k := Real.sqrt_pos.2 hw
  have g0' : 0 < exponent α k' := Real.sqrt_pos.2 hw'
  have g2 : exponent α k ^ 2 = k ^ 2 - α ^ 2 := Real.sq_sqrt hw.le
  have g2' : exponent α k' ^ 2 = k' ^ 2 - α ^ 2 := Real.sq_sqrt hw'.le
  have g1 : exponent α k < k := (Real.sqrt_lt' (by linarith)).2 (by linarith)
  have g1' : exponent α k' < k' := (Real.sqrt_lt' (by linarith)).2 (by linarith)
  -- the exponent grows faster than the angular number
  have hgap : k' - k < exponent α k' - exponent α k := by
    by_contra hcon
    have hle := not_lt.1 hcon
    have m1 := mul_le_mul_of_nonneg_right hle (add_pos g0' g0).le
    have m2 : 0 < (k' - k) * (k' + k - exponent α k' - exponent α k) :=
      mul_pos (by linarith) (by linarith)
    nlinarith
  exact boundEnergy_lt hα (by linarith) (by linarith)

/-- The binding energy divided by `α²`, written without cancellation for small `α`. -/
theorem binding_div_sq {α : ℝ} (hα : α ≠ 0) (N : ℝ) :
    (1 - boundEnergy α N) / α ^ 2 =
      1 / (N ^ 2 * (√(1 + α ^ 2 / N ^ 2) * (1 + √(1 + α ^ 2 / N ^ 2)))) := by
  by_cases hN : N = 0
  · subst hN
    simp [boundEnergy]
  · have hq : 0 < √(1 + α ^ 2 / N ^ 2) := Real.sqrt_pos.2 (by positivity)
    have hqN := root_sq α hN
    unfold boundEnergy
    generalize √(1 + α ^ 2 / N ^ 2) = q at hq hqN ⊢
    have hi : 1 / q * q = 1 := one_div_mul_cancel hq.ne'
    rw [div_eq_div_iff (pow_ne_zero 2 hα) (by positivity)]
    linear_combination hqN - N ^ 2 * (1 + q) * hi

/-- Nonrelativistic limit: for `k > 0` and `n ≥ 0`, as `α → 0`, the binding energy divided by `α²`
tends to the Rydberg value `1 / (2 (n + k)²)`. -/
theorem rydberg_limit {k n : ℝ} (hk : 0 < k) (hn : 0 ≤ n) :
    Tendsto (fun α : ℝ => (1 - level α k n) / α ^ 2) (𝓝[≠] 0) (𝓝 (1 / (2 * (n + k) ^ 2))) := by
  have hN : 0 < n + k := by linarith
  have hM : Tendsto (fun α : ℝ => n + exponent α k) (𝓝[≠] 0) (𝓝 (n + k)) := by
    have hc : Continuous (fun α : ℝ => n + exponent α k) := by
      unfold exponent
      fun_prop
    have h0 := hc.tendsto 0
    have e0 : exponent 0 k = k := by simp [exponent, Real.sqrt_sq hk.le]
    simp only [e0] at h0
    exact h0.mono_left nhdsWithin_le_nhds
  have hα : Tendsto (fun α : ℝ => α) (𝓝[≠] 0) (𝓝 0) :=
    tendsto_id.mono_left nhdsWithin_le_nhds
  have hq : Tendsto (fun α : ℝ => √(1 + α ^ 2 / (n + exponent α k) ^ 2)) (𝓝[≠] 0) (𝓝 1) := by
    have h : Tendsto (fun α : ℝ => √(1 + α ^ 2 / (n + exponent α k) ^ 2)) (𝓝[≠] 0)
        (𝓝 (√(1 + 0 ^ 2 / (n + k) ^ 2))) :=
      (((hα.pow 2).div (hM.pow 2) (pow_ne_zero 2 hN.ne')).const_add 1).sqrt
    have e1 : √(1 + 0 ^ 2 / (n + k) ^ 2) = 1 := by simp
    rwa [e1] at h
  have h : Tendsto (fun α : ℝ => 1 / ((n + exponent α k) ^ 2 *
      (√(1 + α ^ 2 / (n + exponent α k) ^ 2) * (1 + √(1 + α ^ 2 / (n + exponent α k) ^ 2)))))
      (𝓝[≠] 0) (𝓝 (1 / ((n + k) ^ 2 * (1 * (1 + 1))))) :=
    tendsto_const_nhds.div ((hM.pow 2).mul (hq.mul (hq.const_add 1))) (by positivity)
  rw [show 2 * (n + k) ^ 2 = (n + k) ^ 2 * (1 * (1 + 1)) by ring]
  refine h.congr' ?_
  filter_upwards [self_mem_nhdsWithin] with α hα0
  exact (binding_div_sq hα0 _).symm

end

end SommerfeldHydrogen
```

```lean
#print axioms SommerfeldHydrogen.radialAction_of_terminates
-- 'SommerfeldHydrogen.radialAction_of_terminates' depends on axioms: [propext, Classical.choice, Quot.sound]
#print axioms SommerfeldHydrogen.sommerfeld_formula
-- 'SommerfeldHydrogen.sommerfeld_formula' depends on axioms: [propext, Classical.choice, Quot.sound]
#print axioms SommerfeldHydrogen.fine_structure_splitting
-- 'SommerfeldHydrogen.fine_structure_splitting' depends on axioms: [propext, Classical.choice, Quot.sound]
#print axioms SommerfeldHydrogen.rydberg_limit
-- 'SommerfeldHydrogen.rydberg_limit' depends on axioms: [propext, Classical.choice, Quot.sound]
```

## What the theorems say

`sommerfeld_formula` is an equivalence for every real `e`: it lies strictly between 0 and 1 and has `radialAction α k e = n` if and only if `e = level α k n`. Read from left to right, this is uniqueness; from right to left, it says that the stated level is a solution.

The definitions correspond to the physics as follows:

- `exponent α k` is $\gamma$, the power of $r$ with which $G$ and $F$ start at the nucleus.
- `radialAction α k e` is the left side of the condition, in units of $\hbar$.
- `boundEnergy α N` is the energy at effective quantum number $N$, and `level α k n` sets $N=n+\gamma$.
- `Terminates` records the two recurrences at order $n$ and the vanishing of the first recurrence's right side at the next order. For $-1<e<1$ the second right side then vanishes too.

The hypothesis `α < k` means that the centrifugal term outweighs the relativistic $-\alpha^2/r^2$ attraction near a point nucleus. The numbers `n` and `k` are real, so the integer quantum numbers are special cases.

The closed form of the radial action is a definition in the file, and the recurrences are likewise a starting point; the phase integral and the series expansion above are ordinary mathematics. `radialAction_of_terminates` goes one way, from a stopped series with nonzero `a` to the quantization condition. It doesn't classify the Dirac spectrum. In particular, the formula gives a value at $n=0$ for every $k$, whereas the Dirac equation has an $n=0$ bound state only for negative $\kappa$.

The model is one electron in the field of a fixed point charge, without radiative corrections. Within it, `fine_structure_splitting` orders levels of equal $n+k$, and `rydberg_limit` recovers the nonrelativistic binding energy at fixed $n$ and $k$.

## How the proof follows the algebra

`coulomb_term_eq_iff` is the core. It clears both denominators with `div_eq_iff` and `eq_div_iff`, and `root_sq` supplies $q^2N^2=N^2+\alpha^2$. In each direction `linear_combination` checks the squared identity, and `sq_eq_sq₀` removes the squares using the signs of both sides. That last step answers the worry about extra roots.

`sommerfeld_formula` applies this lemma at $N=n+\gamma$. In the reverse direction it first shows that $q>1$, which places the level inside $(0,1)$.

In `radialAction_of_terminates`, `hsb` is the relation $wb=-(1-e)a$, and `hmain` performs the elimination after cancelling $a$. `terminates_witness` shows that the termination conditions can be met.

`boundEnergy_lt` follows $N<N'$ through the fraction, the square root and the reciprocal. The splitting theorem adds `hgap`, the inequality $\gamma'-\gamma>k'-k$, proved by contradiction from the product identity. `binding_div_sq` is the exact formula for $(1-e)/\alpha^2$, and `rydberg_limit` takes its limit using $N\to n+k$ and $q\to1$.

## Numbers for $\alpha=3/5$

With $k=1$, $\gamma=\sqrt{1-9/25}=4/5$.

- For $n=0$, $e=1/\sqrt{1+9/16}=4/5$. Then $\sqrt{1-e^2}=3/5$, and the radial action is $4/5-4/5=0$.
- For $n=1$, $N=9/5$ and $e=1/\sqrt{1+1/9}=3/\sqrt{10}\approx0.9487$. The radial action is $9/5-4/5=1$.
- For $k=2$, $n=0$, which has the same $n+k$ as the previous case, $e=\sqrt{0.91}\approx0.9539$. This is higher, as the splitting theorem requires.

The first case is the witness in the file, with $\kappa=-1$ and coefficients $3$ and $-1$. Scaled so that their squares add up to 1, they are $3/\sqrt{10}$ and $-1/\sqrt{10}$. Both components share one radial function here, so their weights are $9/10$ and $1/10$.

## Computing the binding energy

For small $\alpha$, evaluating $1-e$ directly subtracts two nearly equal numbers and loses digits. The form in `binding_div_sq` avoids this (in the code, `a` stands for $\alpha$):

```python
g = sqrt((k - a) * (k + a))
N = n + g
q = sqrt(1 + (a / N)**2)
binding = (a / N)**2 / (q * (1 + q))
```

The result is in units of the rest energy; dividing by `a**2` gives the quantity in the Rydberg limit. For a single electron and a point nucleus, these values give a reference for a numerical radial Dirac solver, provided that the $n=0$ level is used only with negative $\kappa$.
